# For $0<a<1$, two composed rational maps approximate the sign function on $[a,1]$ with the least uniform error among odd rational functions with cubic numerator and quartic denominator

## How far is the composed map from the sign function?

If I replace the sign function of a Hamiltonian by a rational function without a bound on its error, I get a density matrix whose occupations may lie anywhere, and I can't tell how many poles are enough. For non-interacting electrons in a finite orthonormal basis, with the chemical potential in a gap, the zero-temperature density matrix is $(1-\operatorname{sign}(H-\mu))/2$, where $H$ is the one-electron Hamiltonian and $\mu$ the chemical potential. I shift the chemical potential to zero and scale the energies so that every level satisfies $a\le|x|\le1$, with $0<a<1$. Then I apply two simple maps in turn:

$$r(x)=\frac{2\sqrt a\,x}{x^2+a},\qquad s(y)=\frac{4\sqrt b\,(1+b)\,y}{(1+\sqrt b)^2(y^2+b)},\qquad b=\frac{2\sqrt a}{1+a}.$$

The claim is that $S(x)=s(r(x))$ stays within $E=\left(\frac{1-\sqrt b}{1+\sqrt b}\right)^2$ of $1$ on $[a,1]$, and that $S-1$ reaches $-E,E,-E,E,-E$ at five increasing points. Can this be made rigorous and machine-checked, and could another odd function of the same degrees do better?

## The bound holds, and no odd competitor of these degrees beats it

### Signed fractions and a cubic with too many sign changes

The inner map compresses the window. Direct subtraction gives

$$r(x)-b=\frac{2\sqrt a\,(x-a)(1-x)}{(1+a)(x^2+a)},\qquad 1-r(x)=\frac{(x-\sqrt a)^2}{x^2+a}.$$

Both are nonnegative on $[a,1]$, so $r$ maps $[a,1]$ into $[b,1]$, with $r(a)=r(1)=b$ and $r(\sqrt a)=1$. Also $0<b<1$, because $1+a-2\sqrt a=(1-\sqrt a)^2>0$.

For the outer map, note that $1+E=\frac{2(1+b)}{(1+\sqrt b)^2}$ and $1-E=\frac{4\sqrt b}{(1+\sqrt b)^2}$. Therefore

$$1+E-s(y)=\frac{2(1+b)(y-\sqrt b)^2}{(1+\sqrt b)^2(y^2+b)},$$

$$s(y)-(1-E)=\frac{4\sqrt b\,(y-b)(1-y)}{(1+\sqrt b)^2(y^2+b)}.$$

For $y\in[b,1]$ neither is negative, which proves $|S(x)-1|\le E$. The fractions also show where the bound is reached: $s=1-E$ at $y=b$ and $y=1$, and $s=1+E$ at $y=\sqrt b$. Since $b<\sqrt b<1$, continuity gives points $x_2\in(a,\sqrt a)$ and $x_4\in(\sqrt a,1)$ with $r=\sqrt b$. The five points are $a<x_2<\sqrt a<x_4<1$.

To compare $S$ with competitors, write it as one fraction. With $A=\frac{4\sqrt b(1+b)}{(1+\sqrt b)^2}$,

$$S(x)=\frac{2A\sqrt a\,x(x^2+a)}{ba^2+(4a+2ab)x^2+bx^4}.$$

Let $R(x)=\frac{x(p_0+p_1x^2)}{q_0+q_1x^2+q_2x^4}$ have a positive denominator on $[a,1]$, and suppose that its error there is at most $e<E$. Where $S=1-E$, we have $S<1-e\le R$; where $S=1+E$, we have $S>1+e\ge R$. So $S-R$ has signs $-,+,-,+,-$ at the five points. Over the product of the two positive denominators, its numerator is $x\,N(x^2)$ with $N$ of degree at most three. As $x>0$, $N$ has these same signs at five increasing values of $t=x^2$.

That is impossible. Split off a root $z$ of $N$ between the first two values; the remaining quadratic has signs $+,-,+,-$ at the last four. Split off a root $y$ of it between the second and third values; the remaining linear function has signs $-,+,-$ at the last three. It would have to rise and then fall.

### The Lean file

```lean
import Mathlib

open Set

namespace ComposedZolotarevSign

noncomputable section

/-- The inner rational map `r(x) = 2√a x / (x² + a)`. -/
def innerMap (a x : ℝ) : ℝ := 2 * √a * x / (x ^ 2 + a)

/-- The lower spectral edge `b = 2√a / (1 + a)` after the inner map. -/
def gap (a : ℝ) : ℝ := 2 * √a / (1 + a)

/-- The prefactor `4√b (1 + b) / (1 + √b)²` of the outer map. -/
def amp (b : ℝ) : ℝ := 4 * √b * (1 + b) / (1 + √b) ^ 2

/-- The outer rational map `s(y) = A y / (y² + b)`, where `A` is `amp b`. -/
def outerMap (b y : ℝ) : ℝ := amp b * y / (y ^ 2 + b)

/-- The error level `((1 - √b) / (1 + √b))²`. -/
def err (b : ℝ) : ℝ := ((1 - √b) / (1 + √b)) ^ 2

/-- The composed approximation `s(r(x))` to the sign function. -/
def signApprox (a x : ℝ) : ℝ := outerMap (gap a) (innerMap a x)

/-- For `0 < a < 1` the square root lies strictly between `a` and `1`. -/
theorem sqrt_between {a : ℝ} (ha : 0 < a) (h1 : a < 1) : a < √a ∧ √a < 1 := by
  have hs : √a ^ 2 = a := Real.sq_sqrt ha.le
  have hp : 0 < √a := Real.sqrt_pos.2 ha
  have hl : √a < 1 := by nlinarith
  exact ⟨by nlinarith [mul_pos hp (sub_pos.2 hl)], hl⟩

/-- The transformed spectral edge `b` again lies strictly between `0` and `1`. -/
theorem gap_mem {a : ℝ} (ha : 0 < a) (h1 : a < 1) : 0 < gap a ∧ gap a < 1 := by
  have hs : √a ^ 2 = a := Real.sq_sqrt ha.le
  have hp : 0 < √a := Real.sqrt_pos.2 ha
  have hl := sub_pos.2 (sqrt_between ha h1).2
  refine ⟨by unfold gap; positivity, ?_⟩
  unfold gap
  rw [div_lt_one (by positivity)]
  nlinarith [mul_pos hl hl]

/-- For `b > 0`, exact formulas for the signed differences `(1 + E) - s(y)` and `s(y) - (1 - E)`. -/
theorem outerMap_defects {b : ℝ} (hb : 0 < b) (y : ℝ) :
    1 + err b - outerMap b y
      = 2 * (1 + b) * (y - √b) ^ 2 / ((1 + √b) ^ 2 * (y ^ 2 + b)) ∧
    outerMap b y - (1 - err b)
      = 4 * √b * ((y - b) * (1 - y)) / ((1 + √b) ^ 2 * (y ^ 2 + b)) := by
  obtain ⟨w, hw, rfl⟩ : ∃ w : ℝ, 0 < w ∧ b = w ^ 2 :=
    ⟨√b, Real.sqrt_pos.2 hb, (Real.sq_sqrt hb.le).symm⟩
  have h1 : 1 + w ≠ 0 := by positivity
  have h2 : y ^ 2 + w ^ 2 ≠ 0 := by positivity
  simp only [outerMap, amp, err, Real.sqrt_sq hw.le]
  constructor
  · field_simp
    ring
  · field_simp
    ring

/-- On the positive spectral window `[a, 1]` the composed map differs from `1` by at most `E`. -/
theorem signApprox_error {a x : ℝ} (ha : 0 < a) (h1 : a < 1) (hx : x ∈ Icc a 1) :
    |signApprox a x - 1| ≤ err (gap a) := by
  obtain ⟨hb, -⟩ := gap_mem ha h1
  have hs : √a ^ 2 = a := Real.sq_sqrt ha.le
  have hp : 0 < √a := Real.sqrt_pos.2 ha
  -- the inner map sends `[a, 1]` into `[b, 1]`
  have hlow : gap a ≤ innerMap a x := by
    unfold gap innerMap
    rw [div_le_div_iff₀ (by positivity) (by positivity)]
    nlinarith [mul_nonneg hp.le (mul_nonneg (sub_nonneg.2 hx.1) (sub_nonneg.2 hx.2))]
  have hup : innerMap a x ≤ 1 := by
    unfold innerMap
    rw [div_le_one (by positivity)]
    nlinarith [sq_nonneg (x - √a)]
  obtain ⟨hU, hL⟩ := outerMap_defects hb (innerMap a x)
  have hU0 : 0 ≤ 1 + err (gap a) - outerMap (gap a) (innerMap a x) := by
    rw [hU]; positivity
  have hL0 : 0 ≤ outerMap (gap a) (innerMap a x) - (1 - err (gap a)) := by
    rw [hL]
    have := mul_nonneg (sub_nonneg.2 hlow) (sub_nonneg.2 hup)
    positivity
  unfold signApprox
  rw [abs_le]
  constructor <;> linarith

/-- The composed map approximates the sign function with error at most `E` on both
spectral windows `a ≤ |x| ≤ 1`. -/
theorem signApprox_sign_error {a x : ℝ} (ha : 0 < a) (h1 : a < 1)
    (hx : |x| ∈ Icc a 1) : |signApprox a x - Real.sign x| ≤ err (gap a) := by
  have hodd : signApprox a (-x) = -signApprox a x := by
    simp only [signApprox, outerMap, innerMap, neg_sq, mul_neg, neg_div]
  rcases lt_or_ge x 0 with h | h
  · rw [abs_of_neg h] at hx
    have key := signApprox_error ha h1 hx
    rw [hodd, abs_le] at key
    rw [Real.sign_of_neg h, abs_le]
    constructor <;> linarith [key.1, key.2]
  · rw [abs_of_nonneg h] at hx
    rw [Real.sign_of_pos (lt_of_lt_of_le ha hx.1)]
    exact signApprox_error ha h1 hx

/-- The error `s(r(x)) - 1` takes the values `-E, E, -E, E, -E` at five increasing points
`a < x₂ < √a < x₄ < 1`. -/
theorem signApprox_equioscillates {a : ℝ} (ha : 0 < a) (h1 : a < 1) :
    ∃ x₂ x₄ : ℝ, a < x₂ ∧ x₂ < √a ∧ √a < x₄ ∧ x₄ < 1 ∧
      signApprox a a - 1 = -err (gap a) ∧ signApprox a x₂ - 1 = err (gap a) ∧
      signApprox a √a - 1 = -err (gap a) ∧ signApprox a x₄ - 1 = err (gap a) ∧
      signApprox a 1 - 1 = -err (gap a) := by
  obtain ⟨hb, hb1⟩ := gap_mem ha h1
  have hs : √a ^ 2 = a := Real.sq_sqrt ha.le
  have ra : innerMap a a = gap a := by
    unfold innerMap gap
    rw [div_eq_div_iff (by positivity) (by positivity)]
    ring
  have r1 : innerMap a 1 = gap a := by simp [innerMap, gap]
  have rs : innerMap a √a = 1 := by
    unfold innerMap
    rw [div_eq_one_iff_eq (by positivity)]
    linear_combination hs
  have hc : Continuous (innerMap a) := by
    change Continuous (fun x : ℝ => 2 * √a * x / (x ^ 2 + a))
    refine Continuous.div (by fun_prop) (by fun_prop) (fun x => ?_)
    have : 0 < x ^ 2 + a := by positivity
    exact this.ne'
  -- the inner map takes the value `√b` on each side of `√a`
  have hm := sqrt_between hb hb1
  have m1 : √(gap a) ∈ Ioo (innerMap a a) (innerMap a √a) := by rw [ra, rs]; exact hm
  have m2 : √(gap a) ∈ Ioo (innerMap a 1) (innerMap a √a) := by rw [r1, rs]; exact hm
  obtain ⟨x₂, h2, e2⟩ := intermediate_value_Ioo (sqrt_between ha h1).1.le hc.continuousOn m1
  obtain ⟨x₄, h4, e4⟩ := intermediate_value_Ioo' (sqrt_between ha h1).2.le hc.continuousOn m2
  have vb := (outerMap_defects hb (gap a)).2
  have v1 := (outerMap_defects hb 1).2
  have vs := (outerMap_defects hb √(gap a)).1
  rw [sub_self, zero_mul, mul_zero, zero_div] at vb
  rw [sub_self (1 : ℝ), mul_zero, mul_zero, zero_div] at v1
  rw [sub_self, zero_pow two_ne_zero, mul_zero, zero_div] at vs
  refine ⟨x₂, x₄, h2.1, h2.2, h4.1, h4.2, ?_⟩
  simp only [signApprox, ra, r1, rs, e2, e4]
  refine ⟨?_, ?_, ?_, ?_, ?_⟩ <;> linarith

/-- The composed map is a single odd rational function with cubic numerator and positive
quartic denominator. -/
theorem signApprox_rational {a : ℝ} (ha : 0 < a) (x : ℝ) :
    0 < gap a * a ^ 2 + (4 * a + 2 * a * gap a) * x ^ 2 + gap a * x ^ 4 ∧
    signApprox a x = x * (2 * amp (gap a) * √a * a + 2 * amp (gap a) * √a * x ^ 2) /
      (gap a * a ^ 2 + (4 * a + 2 * a * gap a) * x ^ 2 + gap a * x ^ 4) := by
  have hb : 0 < gap a := by unfold gap; positivity
  have hs : √a ^ 2 = a := Real.sq_sqrt ha.le
  have hD : x ^ 2 + a ≠ 0 := by positivity
  refine ⟨by positivity, ?_⟩
  have hr : innerMap a x * (x ^ 2 + a) = 2 * √a * x := div_mul_cancel₀ _ hD
  unfold signApprox outerMap
  generalize innerMap a x = r at hr ⊢
  have hV : gap a * a ^ 2 + (4 * a + 2 * a * gap a) * x ^ 2 + gap a * x ^ 4
      = (x ^ 2 + a) ^ 2 * (r ^ 2 + gap a) := by
    linear_combination (-(r * (x ^ 2 + a) + 2 * √a * x)) * hr - 4 * x ^ 2 * hs
  have hN : x * (2 * amp (gap a) * √a * a + 2 * amp (gap a) * √a * x ^ 2)
      = (x ^ 2 + a) ^ 2 * (amp (gap a) * r) := by
    linear_combination (-(amp (gap a) * (x ^ 2 + a))) * hr
  rw [hN, hV, mul_div_mul_left _ _ (pow_ne_zero 2 hD)]

/-- A real cubic cannot take the signs `-, +, -, +, -` at five increasing points. -/
theorem cubic_alternation {c₀ c₁ c₂ c₃ t₁ t₂ t₃ t₄ t₅ : ℝ}
    (h12 : t₁ < t₂) (h23 : t₂ < t₃) (h34 : t₃ < t₄) (h45 : t₄ < t₅)
    (s1 : c₀ + c₁ * t₁ + c₂ * t₁ ^ 2 + c₃ * t₁ ^ 3 < 0)
    (s2 : 0 < c₀ + c₁ * t₂ + c₂ * t₂ ^ 2 + c₃ * t₂ ^ 3)
    (s3 : c₀ + c₁ * t₃ + c₂ * t₃ ^ 2 + c₃ * t₃ ^ 3 < 0)
    (s4 : 0 < c₀ + c₁ * t₄ + c₂ * t₄ ^ 2 + c₃ * t₄ ^ 3)
    (s5 : c₀ + c₁ * t₅ + c₂ * t₅ ^ 2 + c₃ * t₅ ^ 3 < 0) : False := by
  have pos : ∀ u v : ℝ, 0 < u → 0 < u * v → 0 < v := fun u v hu h => by
    by_contra hv
    nlinarith [mul_nonneg hu.le (neg_nonneg.2 (not_lt.1 hv))]
  have neg : ∀ u v : ℝ, 0 < u → u * v < 0 → v < 0 := fun u v hu h => by
    by_contra hv
    nlinarith [mul_nonneg hu.le (not_lt.1 hv)]
  -- split off a root `z` between the first two points
  let f : ℝ → ℝ := fun t => c₀ + c₁ * t + c₂ * t ^ 2 + c₃ * t ^ 3
  have hf : Continuous f := by fun_prop
  have m1 : (0 : ℝ) ∈ Ioo (f t₁) (f t₂) := ⟨s1, s2⟩
  obtain ⟨z, hz, ez⟩ := intermediate_value_Ioo h12.le hf.continuousOn m1
  change c₀ + c₁ * z + c₂ * z ^ 2 + c₃ * z ^ 3 = 0 at ez
  let g : ℝ → ℝ := fun t => (c₁ + c₂ * z + c₃ * z ^ 2) + (c₂ + c₃ * z) * t + c₃ * t ^ 2
  have hg : Continuous g := by fun_prop
  have fac : ∀ t, (t - z) * g t = c₀ + c₁ * t + c₂ * t ^ 2 + c₃ * t ^ 3 := fun t => by
    change (t - z) * ((c₁ + c₂ * z + c₃ * z ^ 2) + (c₂ + c₃ * z) * t + c₃ * t ^ 2) = _
    linear_combination (-1) * ez
  have g2 := pos (t₂ - z) (g t₂) (by linarith [hz.2]) (by rw [fac]; exact s2)
  have g3 := neg (t₃ - z) (g t₃) (by linarith [hz.2]) (by rw [fac]; exact s3)
  have g4 := pos (t₄ - z) (g t₄) (by linarith [hz.2]) (by rw [fac]; exact s4)
  have g5 := neg (t₅ - z) (g t₅) (by linarith [hz.2]) (by rw [fac]; exact s5)
  -- split off a second root `y`; a linear function remains
  have m2 : (0 : ℝ) ∈ Ioo (g t₃) (g t₂) := ⟨g3, g2⟩
  obtain ⟨y, hy, ey⟩ := intermediate_value_Ioo' h23.le hg.continuousOn m2
  change (c₁ + c₂ * z + c₃ * z ^ 2) + (c₂ + c₃ * z) * y + c₃ * y ^ 2 = 0 at ey
  have fac2 : ∀ t, (t - y) * (c₂ + c₃ * z + c₃ * y + c₃ * t) = g t := fun t => by
    change _ = (c₁ + c₂ * z + c₃ * z ^ 2) + (c₂ + c₃ * z) * t + c₃ * t ^ 2
    linear_combination (-1) * ey
  have l3 := neg (t₃ - y) _ (by linarith [hy.2]) ((fac2 t₃).trans_lt g3)
  have l4 := pos (t₄ - y) _ (by linarith [hy.2]) (g4.trans_eq (fac2 t₄).symm)
  have l5 := neg (t₅ - y) _ (by linarith [hy.2]) ((fac2 t₅).trans_lt g5)
  have hc := pos (t₄ - t₃) c₃ (by linarith) (by nlinarith)
  nlinarith [mul_pos hc (sub_pos.2 h45)]

/-- Among odd rational functions with cubic numerator and a quartic denominator that is positive on
`[a, 1]`, the least uniform error in approximating `1` on `[a, 1]` is `E`. -/
theorem err_isLeast {a : ℝ} (ha : 0 < a) (h1 : a < 1) :
    IsLeast {e : ℝ | ∃ p₀ p₁ q₀ q₁ q₂ : ℝ, ∀ x ∈ Icc a 1,
      0 < q₀ + q₁ * x ^ 2 + q₂ * x ^ 4 ∧
      |x * (p₀ + p₁ * x ^ 2) / (q₀ + q₁ * x ^ 2 + q₂ * x ^ 4) - 1| ≤ e}
      (err (gap a)) := by
  obtain ⟨u₀, u₁, v₀, v₁, v₂, hS⟩ : ∃ u₀ u₁ v₀ v₁ v₂ : ℝ, ∀ x : ℝ,
      0 < v₀ + v₁ * x ^ 2 + v₂ * x ^ 4 ∧
      signApprox a x = x * (u₀ + u₁ * x ^ 2) / (v₀ + v₁ * x ^ 2 + v₂ * x ^ 4) :=
    ⟨_, _, _, _, _, signApprox_rational ha⟩
  constructor
  · refine ⟨u₀, u₁, v₀, v₁, v₂, fun x hx => ⟨(hS x).1, ?_⟩⟩
    rw [← (hS x).2]
    exact signApprox_error ha h1 hx
  · rintro e ⟨p₀, p₁, q₀, q₁, q₂, h⟩
    by_contra hlt
    have he : e < err (gap a) := not_le.1 hlt
    obtain ⟨x₂, x₄, o1, o2, o3, o4, w1, w2, w3, w4, w5⟩ := signApprox_equioscillates ha h1
    -- numerator of the difference from the competitor, a cubic in `x²`
    let N : ℝ → ℝ := fun t => (u₀ * q₀ - p₀ * v₀)
      + (u₀ * q₁ + u₁ * q₀ - p₀ * v₁ - p₁ * v₀) * t
      + (u₀ * q₂ + u₁ * q₁ - p₀ * v₂ - p₁ * v₁) * t ^ 2 + (u₁ * q₂ - p₁ * v₂) * t ^ 3
    have hN : ∀ x, x * N (x ^ 2)
        = x * (u₀ + u₁ * x ^ 2) * (q₀ + q₁ * x ^ 2 + q₂ * x ^ 4)
          - x * (p₀ + p₁ * x ^ 2) * (v₀ + v₁ * x ^ 2 + v₂ * x ^ 4) := fun x => by
      simp only [N]
      ring
    have up : ∀ x ∈ Icc a 1, signApprox a x - 1 = err (gap a) → 0 < N (x ^ 2) := by
      intro x hx hv
      obtain ⟨hq, hr⟩ := h x hx
      have hlt' : x * (p₀ + p₁ * x ^ 2) / (q₀ + q₁ * x ^ 2 + q₂ * x ^ 4)
          < signApprox a x := by linarith [(abs_le.1 hr).2]
      rw [(hS x).2, div_lt_div_iff₀ hq (hS x).1] at hlt'
      by_contra hn
      have := mul_nonneg (ha.le.trans hx.1) (neg_nonneg.2 (not_lt.1 hn))
      linarith [hN x, mul_neg x (N (x ^ 2))]
    have down : ∀ x ∈ Icc a 1, signApprox a x - 1 = -err (gap a) → N (x ^ 2) < 0 := by
      intro x hx hv
      obtain ⟨hq, hr⟩ := h x hx
      have hlt' : signApprox a x
          < x * (p₀ + p₁ * x ^ 2) / (q₀ + q₁ * x ^ 2 + q₂ * x ^ 4) := by
        linarith [(abs_le.1 hr).1]
      rw [(hS x).2, div_lt_div_iff₀ (hS x).1 hq] at hlt'
      by_contra hn
      have := mul_nonneg (ha.le.trans hx.1) (not_lt.1 hn)
      linarith [hN x]
    have sq : ∀ s t : ℝ, 0 < s → s < t → s ^ 2 < t ^ 2 := fun s t hs hst => by nlinarith
    exact cubic_alternation (sq a x₂ ha o1) (sq x₂ √a (by linarith) o2)
      (sq √a x₄ (by linarith) o3) (sq x₄ 1 (by linarith) o4)
      (down a ⟨le_rfl, h1.le⟩ w1) (up x₂ ⟨by linarith, by linarith⟩ w2)
      (down √a ⟨by linarith, by linarith⟩ w3) (up x₄ ⟨by linarith, by linarith⟩ w4)
      (down 1 ⟨h1.le, le_rfl⟩ w5)

end

end ComposedZolotarevSign
```

```lean
#print axioms ComposedZolotarevSign.signApprox_sign_error
-- 'ComposedZolotarevSign.signApprox_sign_error' depends on axioms: [propext, Classical.choice, Quot.sound]
#print axioms ComposedZolotarevSign.err_isLeast
-- 'ComposedZolotarevSign.err_isLeast' depends on axioms: [propext, Classical.choice, Quot.sound]
```

### What the theorems say about energies and occupations

All objects are functions of real numbers. `innerMap a` is $r$, `gap a` is $b$, `amp b` is $A$, `outerMap b` is $s$, `err b` is $E$ and `signApprox a` is $S$. The variable $x$ is one scaled energy measured from the chemical potential. The hypotheses `0 < a` and `a < 1` set the window `Icc a 1`, the closed interval $[a,1]$; physically, $a$ is a known lower bound on the distance from the chemical potential to the nearest level, in units of a known upper bound on the distance to the farthest level.

- `signApprox_error` is the bound on $[a,1]$. `signApprox_sign_error` extends it to $a\le|x|\le1$, with `Real.sign` as the target.
- `signApprox_equioscillates` supplies $x_2$ and $x_4$ and the five extremal values.
- `err_isLeast` says that $E$ is the least element of the set of error levels $e$ attainable by some real $p_0,p_1,q_0,q_1,q_2$. `IsLeast` means that $E$ belongs to the set and that no member is smaller. Coefficients may vanish, so lower degrees compete too.

Oddness of the competitors matters. If even numerators were allowed, the constant function $1$ would have error $0$ on $[a,1]$, whereas $E>0$. It would be useless for occupations, since it misses the sign by $2$ on the negative window.

For a finite, non-interacting Hamiltonian with its spectrum in the two windows, the approximate density matrix $(1-S(H))/2$ has occupations within $E/2$ of $0$ or $1$. At $a=0.01$, $E\approx0.148$, so the occupation error is at most about $0.074$. This passage to matrices is ordinary spectral calculus, which the file does not treat.

The namespace bears the name of Zolotarev, whose sign-function problem ranges over all degrees; the optimality theorem settles a single pair of degrees within the odd family. It does not address uniqueness of the minimiser, levels inside the gap or rounding errors.

### How the Lean proof follows the algebra

`sqrt_between` gives $a<\sqrt a<1$ and is used again for $b<\sqrt b<1$; `gap_mem` gives $0<b<1$. `outerMap_defects` contains the two outer fractions: it substitutes $b=w^2$, clears denominators with `field_simp` and finishes with `ring`.

In `signApprox_error`, the `nlinarith` calls receive the products $\sqrt a\,(x-a)(1-x)$ and $(x-\sqrt a)^2$, the numerators that control the inner map. The sign version follows from $S(-x)=-S(x)$.

`signApprox_equioscillates` evaluates $r$ at $a$, $\sqrt a$ and $1$, then finds $x_2$ and $x_4$ with the intermediate value theorem, once on each side of $\sqrt a$. The vanishing numerators in `outerMap_defects` give the five values.

`signApprox_rational` derives the single fraction from the relation $r(x)(x^2+a)=2\sqrt a\,x$ and shows that its denominator is positive. `cubic_alternation` is the root-splitting argument: `fac` and `fac2` are the two factorisations, and the last lines show that the linear remainder has positive slope and so cannot turn negative again.

In `err_isLeast`, membership comes from $S$ itself. For the lower bound, `N` is the cubic, while `up` and `down` turn the extremal values of $S-1$ into signs of $N(x^2)$. Squaring preserves the order of the positive points, and `cubic_alternation` gives the contradiction.
